# Balance of exponential attractive and repulsive bond forces when the attraction scales as the inverse square root of coordination

In this model of a bond, the repulsive force at length r is λA exp(−λr) and the attractive force is μBZ^(−1/2) exp(−μr), where Z is the coordination. The lemma states that the two are equal at r = (log(λA/(μB)) + (log Z)/2)/(λ − μ). It assumes that A, B and Z are positive reals and that λ > μ > 0; Z need not be an integer, and r is not claimed to be positive. The proof uses the formula for r to write exp(−μr) as exp(−λr) times λA/(μB) times exp((log Z)/2). It then needs the last factor to cancel Z^(−1/2), which is the step `h2`.

An attempt in Lean 4 with a fault in it:

```lean
import Mathlib

open Real

namespace ForceBalance

noncomputable section

/-- The equilibrium bond length at coordination `Z`, for positive `A`, `B`, `Z` and
`lam > mu > 0`. -/
def bondLength (A B lam mu Z : ℝ) : ℝ :=
  (log (lam * A / (mu * B)) + log Z / 2) / (lam - mu)

variable {A B lam mu : ℝ}

/-- For positive `A`, `B`, `Z` and `lam > mu > 0`, the attractive and repulsive forces along a
bond cancel at the equilibrium bond length. -/
theorem force_balance (hA : 0 < A) (hB : 0 < B) (hmu : 0 < mu) (hlm : mu < lam)
    {Z : ℝ} (hZ : 0 < Z) :
    mu * (Z ^ (-1 / 2 : ℝ) * B * exp (-mu * bondLength A B lam mu Z)) =
      lam * A * exp (-lam * bondLength A B lam mu Z) := by
  have hlam : 0 < lam := hmu.trans hlm
  have hd : lam - mu ≠ 0 := (sub_pos.2 hlm).ne'
  have hq : 0 < lam * A / (mu * B) := by positivity
  have hr : (lam - mu) * bondLength A B lam mu Z =
      log (lam * A / (mu * B)) + log Z / 2 := by
    unfold bondLength
    exact mul_div_cancel₀ _ hd
  have h1 : exp (-mu * bondLength A B lam mu Z) =
      exp (-lam * bondLength A B lam mu Z) * (lam * A / (mu * B)) * exp (log Z / 2) := by
    have h : -mu * bondLength A B lam mu Z = -lam * bondLength A B lam mu Z +
        log (lam * A / (mu * B)) + log Z / 2 := by linear_combination hr
    rw [h, exp_add, exp_add, exp_log hq]
  have h2 : Z ^ (-1 / 2 : ℝ) * exp (log Z / 2) = 1 := by
    rw [rpow_def_of_pos hZ, ← exp_add, ← exp_zero]
    congr 1
    ring
  have h3 : mu * B * (lam * A / (mu * B)) = lam * A := by field_simp
  rw [h1]
  generalize lam * A / (mu * B) = q at h3 ⊢
  linear_combination (Z ^ (-1 / 2 : ℝ) * exp (log Z / 2) *
    exp (-lam * bondLength A B lam mu Z)) * h3 +
    lam * A * exp (-lam * bondLength A B lam mu Z) * h2

end

end ForceBalance
```

The compiler's answer:

```
Try this:
  [apply] ring_nf
  
  The `ring` tactic failed to close the goal. Use `ring_nf` to obtain a normal form.
    
  Note that `ring` works primarily in *commutative* rings. If you have a noncommutative ring, abelian group or module, consider using `noncomm_ring`, `abel` or `module` instead.
Main.lean:34:54: error: unsolved goals
A B lam mu : ℝ
hA : 0 < A
hB : 0 < B
hmu : 0 < mu
hlm : mu < lam
Z : ℝ
hZ : 0 < Z
hlam : 0 < lam
hd : lam - mu ≠ 0
hq : 0 < lam * A / (mu * B)
hr : (lam - mu) * bondLength A B lam mu Z = log (lam * A / (mu * B)) + log Z / 2
h1 :
  rexp (-mu * bondLength A B lam mu Z) = rexp (-lam * bondLength A B lam mu Z) * (lam * A / (mu * B)) * rexp (log Z / 2)
⊢ log Z * (1 / 2) + log Z * rexp 0 * (-1 / 2) = 0
```

Diagnosis. The error is in `h2`, which says that `Z ^ (-1 / 2 : ℝ) * exp (log Z / 2)` is 1. After the first two rewrites the left side is a single exponential, with exponent `log Z * (-1 / 2) + log Z / 2`. The rewrite `← exp_zero` was meant to turn the 1 on the right into `exp 0`, but `rw` replaces every instance of the pattern, and the 1 inside `-1 / 2` is one too. So `congr 1` leaves an equation between exponents with a stray `exp 0` in it, shown as `rexp 0` in the message. `ring` does not know that `exp 0` is 1 and treats it as an unknown quantity, so it cannot close the goal. The "Try this" message suggests `ring_nf` only because `ring` failed.

The repair first proves, as `h`, that the exponent is zero, while its 1 is still a plain numeral and `ring` can do the arithmetic. Rewriting with `h` then gives `exp 0`, and `exp_zero`, now used from left to right, turns that into 1. This closes the goal, so `congr 1` and the final `ring` are no longer needed.

As a diff, the version that Lean accepts:

```diff
@@ -33,7 +33,6 @@
     rw [h, exp_add, exp_add, exp_log hq]
   have h2 : Z ^ (-1 / 2 : ℝ) * exp (log Z / 2) = 1 := by
-    rw [rpow_def_of_pos hZ, ← exp_add, ← exp_zero]
-    congr 1
-    ring
+    have h : log Z * (-1 / 2) + log Z / 2 = 0 := by ring
+    rw [rpow_def_of_pos hZ, ← exp_add, h, exp_zero]
   have h3 : mu * B * (lam * A / (mu * B)) = lam * A := by field_simp
   rw [h1]
```
